# The Rayleigh quotients of a Hermitian matrix fill the interval from its smallest to its largest eigenvalue

Suppose a molecule or a spin cluster is modelled in a finite orthonormal basis, so that its Hamiltonian is represented by a Hermitian matrix $H$. Someone proposes a trial state $x$ and computes its mean energy. Two questions arise: which numbers can come out, and what does it say about $x$ if the number equals the lowest level?

Write $\langle x,y\rangle=\sum_k \overline{x_k}\,y_k$. For $x\neq 0$, which need not be normalised, the mean energy is the Rayleigh quotient
$$R(x)=\frac{\langle x,Hx\rangle}{\langle x,x\rangle}.$$
Let $E_i$ be the eigenvalues of $H$, repeated according to multiplicity, with smallest value $E_{\min}$ and largest value $E_{\max}$. The values of $R$ over all nonzero vectors form exactly the interval $[E_{\min},E_{\max}]$, and $R(x)=E_{\min}$ holds if and only if $Hx=E_{\min}x$.

For variational calculations with a finite matrix Hamiltonian, this means that no trial vector falls below the lowest eigenvalue of that matrix, and that only its ground states reach it.

## The mean energy as a weighted average of levels

Let $u_i$ be orthonormal eigenvectors, $Hu_i=E_iu_i$. They are complete, so $x=\sum_i\langle u_i,x\rangle u_i$. Taking the inner product of $x$ with a vector $y$ expanded in the same way gives
$$\langle x,y\rangle=\sum_i\overline{\langle u_i,x\rangle}\,\langle u_i,y\rangle .$$

Define the populations $w_i=|\langle u_i,x\rangle|^2$. Setting $y=x$ gives $\langle x,x\rangle=\sum_i w_i$. For $y=Hx$, Hermiticity and the reality of $E_i$ give
$$\langle u_i,Hx\rangle=\langle Hu_i,x\rangle=E_i\langle u_i,x\rangle,$$
and therefore $\langle x,Hx\rangle=\sum_iE_iw_i$. Both sums are real.

If $\sum_iw_i=0$, every overlap vanishes and the expansion gives $x=0$. For $x\ne0$ the sum is thus positive, and
$$R(x)=\frac{\sum_iE_iw_i}{\sum_iw_i}.$$
The ratio $w_i/\sum_kw_k$ is the probability of finding the normalised state in $u_i$. Since $E_{\min}w_i\le E_iw_i\le E_{\max}w_i$, summing over $i$ and dividing by $\sum_iw_i$ yields $E_{\min}\le R(x)\le E_{\max}$.

## Two stationary states reach every intermediate energy

Take $r$ in $[E_{\min},E_{\max}]$ and indices $i,j$ with $E_i=E_{\min}$ and $E_j=E_{\max}$. If $i=j$, the interval is a single point and $x=u_i$ gives $R(x)=r$.

If $i\ne j$, choose $p,q\ge0$ with $p+q=1$ and $pE_i+qE_j=r$. When $E_i<E_j$ this means $p=(E_j-r)/(E_j-E_i)$; when the two energies agree, any such weights do. Set $x=\sqrt p\,u_i+\sqrt q\,u_j$. The cross terms vanish by orthogonality, so
$$\langle x,x\rangle=p+q=1,\qquad \langle x,Hx\rangle=pE_i+qE_j=r .$$

## Only ground states attain the minimum

Suppose $x\neq0$ and $R(x)=E_{\min}$. Multiplying by $\sum_iw_i$ and rearranging gives
$$\sum_i(E_i-E_{\min})\,w_i=0 .$$
No term is negative, so each one is zero: either $E_i=E_{\min}$ or $\langle u_i,x\rangle=0$. In both cases $E_i\langle u_i,x\rangle=E_{\min}\langle u_i,x\rangle$, and hence
$$Hx=\sum_iE_i\langle u_i,x\rangle u_i=E_{\min}\sum_i\langle u_i,x\rangle u_i=E_{\min}x .$$
Conversely, $Hx=E_{\min}x$ gives $\langle x,Hx\rangle=E_{\min}\langle x,x\rangle$, and division by $\langle x,x\rangle$ gives $R(x)=E_{\min}$. If the lowest level is degenerate, $x$ may be any nonzero vector of its eigenspace.

The same sum also measures how good a trial state is. If $H$ has levels above $E_{\min}$, and the lowest of these lies at a distance $\Delta>0$ from it, every term outside the ground eigenspace has $E_i-E_{\min}\ge\Delta$. The probability of finding the normalised state outside that eigenspace is therefore at most $(R(x)-E_{\min})/\Delta$, an estimate that the Lean file leaves unformalised.

## States, quotient and populations in Lean

The finite type `n` labels the basis, a state is a function `n → ℂ`, and `H` is a complex square matrix. Infinite-dimensional Hamiltonians and non-orthogonal basis sets, which need an overlap matrix, are not covered.

```lean
import Mathlib

open Matrix ComplexConjugate

namespace RayleighQuotientRange

noncomputable section

variable {n : Type*} [Fintype n] [DecidableEq n] {H : Matrix n n ℂ}
```

The expression `star x ⬝ᵥ y` is $\langle x,y\rangle$, conjugate-linear in the first argument, and `H *ᵥ x` is $Hx$. The quotient is defined as a real number by taking real parts; `population_sums` below shows that for Hermitian `H` nothing is lost.

```lean
/-- The Rayleigh quotient `⟨x, Hx⟩ / ⟨x, x⟩`, formed from the real parts of the two products. -/
def rayleigh (H : Matrix n n ℂ) (x : n → ℂ) : ℝ :=
  (star x ⬝ᵥ H *ᵥ x).re / (star x ⬝ᵥ x).re
```

The vector $u_i$ is `mode hH i`, where `hH` is the hypothesis that `H` is Hermitian. It comes from Mathlib's orthonormal eigenvector basis, and $E_i$ is `hH.eigenvalues i`. The eigenvalues carry the same label type as the basis, but label `i` does not tie a level to the basis vector with that label.

```lean
/-- The members of a chosen orthonormal basis of eigenvectors of `H`, labelled like its eigenvalues.
-/
def mode (hH : H.IsHermitian) (i : n) : n → ℂ := (hH.eigenvectorBasis i).ofLp
```

The population is $w_i$, with $x$ left unnormalised.

```lean
/-- The population of the stationary state `i` in `x`: the squared modulus of their overlap. -/
def population (hH : H.IsHermitian) (x : n → ℂ) (i : n) : ℝ :=
  Complex.normSq (star (mode hH i) ⬝ᵥ x)
```

## The spectral expansion

The next three theorems translate Mathlib's spectral theorem into the notation used here: the eigenvalue equation, orthonormality, and completeness.

```lean
/-- Each stationary state solves the eigenvalue equation of `H`. -/
theorem mode_eigen (hH : H.IsHermitian) (i : n) :
    H *ᵥ mode hH i = (hH.eigenvalues i : ℂ) • mode hH i :=
  (hH.mulVec_eigenvectorBasis i).trans (by ext k; simp [mode])

/-- The chosen eigenvectors `mode hH i` are orthonormal. -/
theorem mode_orthonormal (hH : H.IsHermitian) (i j : n) :
    star (mode hH i) ⬝ᵥ mode hH j = if i = j then 1 else 0 := by
  have h := orthonormal_iff_ite.mp hH.eigenvectorBasis.orthonormal i j
  rw [EuclideanSpace.inner_eq_star_dotProduct, dotProduct_comm] at h
  exact h

/-- Every vector is the sum of its components along the chosen eigenvectors `mode hH i`. -/
theorem mode_complete (hH : H.IsHermitian) (x : n → ℂ) :
    ∑ i, (star (mode hH i) ⬝ᵥ x) • mode hH i = x := by
  have h := hH.eigenvectorBasis.sum_repr' (WithLp.toLp 2 x)
  ext k
  have hk := congrArg (fun y : EuclideanSpace ℂ n => y.ofLp k) h
  simp only [EuclideanSpace.inner_eq_star_dotProduct, WithLp.ofLp_sum, WithLp.ofLp_smul,
    Finset.sum_apply, Pi.smul_apply] at hk
  simp only [Finset.sum_apply, Pi.smul_apply, mode]
  refine Eq.trans (Finset.sum_congr rfl fun i _ => ?_) hk
  rw [dotProduct_comm]
```

The inner product in terms of overlaps follows by expanding `y` with `mode_complete`. The auxiliary fact `hs` moves the sum out of the product, and `hc` turns $\langle x,u_i\rangle$ into the conjugate of $\langle u_i,x\rangle$.

```lean
/-- The inner product of `x` and `y` is the sum, over the chosen orthonormal eigenvectors, of the
conjugated overlap with `x` times the overlap with `y`. -/
theorem resolution_of_identity (hH : H.IsHermitian) (x y : n → ℂ) :
    star x ⬝ᵥ y = ∑ i, conj (star (mode hH i) ⬝ᵥ x) * (star (mode hH i) ⬝ᵥ y) := by
  have hc : ∀ v : n → ℂ, star x ⬝ᵥ v = conj (star v ⬝ᵥ x) := by
    intro v
    simp [dotProduct, map_sum, mul_comm]
  have hs : ∀ f : n → n → ℂ, star x ⬝ᵥ ∑ i, f i = ∑ i, star x ⬝ᵥ f i := by
    intro f
    simp only [dotProduct, Finset.sum_apply, Finset.mul_sum]
    exact Finset.sum_comm
  calc star x ⬝ᵥ y = star x ⬝ᵥ ∑ i, (star (mode hH i) ⬝ᵥ y) • mode hH i := by
        rw [mode_complete]
    _ = _ := by
        rw [hs]
        refine Finset.sum_congr rfl fun i _ => ?_
        rw [dotProduct_smul, hc (mode hH i), smul_eq_mul, mul_comm]
```

Hermiticity enters the calculation explicitly here, as $\langle u_i,Hx\rangle=\langle Hu_i,x\rangle$.

```lean
/-- Acting with `H` multiplies the component along a stationary state by its eigenvalue. -/
theorem mode_component (hH : H.IsHermitian) (x : n → ℂ) (i : n) :
    star (mode hH i) ⬝ᵥ H *ᵥ x = (hH.eigenvalues i : ℂ) * (star (mode hH i) ⬝ᵥ x) := by
  -- Hermiticity moves `H` to the left factor.
  have h : star (mode hH i) ᵥ* H = star (H *ᵥ mode hH i) := by
    rw [Matrix.star_mulVec, hH.eq]
  rw [Matrix.dotProduct_mulVec, h, mode_eigen, star_smul, smul_dotProduct]
  simp
```

The two sums for $\langle x,x\rangle$ and $\langle x,Hx\rangle$ are stated as equalities of complex numbers whose right-hand sides are real numbers cast to `ℂ`. This includes the claim that both products are real.

```lean
/-- The squared norm is the sum of the populations, and `⟨x, Hx⟩` is the sum of the populations
weighted by the eigenvalues; both are real. -/
theorem population_sums (hH : H.IsHermitian) (x : n → ℂ) :
    star x ⬝ᵥ x = ((∑ i, population hH x i : ℝ) : ℂ) ∧
    star x ⬝ᵥ H *ᵥ x = ((∑ i, hH.eigenvalues i * population hH x i : ℝ) : ℂ) := by
  constructor
  · rw [resolution_of_identity hH x x, Complex.ofReal_sum]
    refine Finset.sum_congr rfl fun i _ => ?_
    rw [population, ← Complex.mul_conj]
    ring
  · rw [resolution_of_identity hH x (H *ᵥ x), Complex.ofReal_sum]
    refine Finset.sum_congr rfl fun i _ => ?_
    rw [mode_component, population, Complex.ofReal_mul, ← Complex.mul_conj]
    ring
```

Positivity is proved by contradiction, as in the derivation: a zero sum of nonnegative populations makes every overlap zero, and completeness then gives $x=0$.

```lean
/-- A nonzero vector has positive total population. -/
theorem population_pos (hH : H.IsHermitian) {x : n → ℂ} (hx : x ≠ 0) :
    0 < ∑ i, population hH x i := by
  have h0 : ∀ i, 0 ≤ population hH x i := fun i => Complex.normSq_nonneg _
  refine lt_of_le_of_ne (Finset.sum_nonneg fun i _ => h0 i) fun h => hx ?_
  have hz := (Finset.sum_eq_zero_iff_of_nonneg fun i _ => h0 i).mp h.symm
  rw [← mode_complete hH x]
  refine Finset.sum_eq_zero fun i hi => ?_
  rw [Complex.normSq_eq_zero.mp (hz i hi), zero_smul]
```

## The superposition and the full range

The superposition is treated for arbitrary complex amplitudes $c$ and $d$ with $|c|^2+|d|^2=1$. Its relative phase has no effect on the mean energy, because both states are eigenvectors of $H$ and are orthogonal. The facts `oii`, `ojj`, `oij` and `oji` hold the four inner products; `hn` and `he` compute the norm and the energy.

```lean
/-- A superposition of two different members of the chosen orthonormal eigenbasis, with amplitudes
`c` and `d` satisfying `|c|² + |d|² = 1`, is normalised, and its Rayleigh quotient is the mean of
the two eigenvalues with weights `|c|²` and `|d|²`. -/
theorem rayleigh_superposition (hH : H.IsHermitian) {i j : n} (hij : i ≠ j) (c d : ℂ)
    (hcd : Complex.normSq c + Complex.normSq d = 1) :
    star (c • mode hH i + d • mode hH j) ⬝ᵥ (c • mode hH i + d • mode hH j) = 1 ∧
    rayleigh H (c • mode hH i + d • mode hH j) =
      Complex.normSq c * hH.eigenvalues i + Complex.normSq d * hH.eigenvalues j := by
  have oii : star (mode hH i) ⬝ᵥ mode hH i = 1 := by rw [mode_orthonormal, if_pos rfl]
  have ojj : star (mode hH j) ⬝ᵥ mode hH j = 1 := by rw [mode_orthonormal, if_pos rfl]
  have oij : star (mode hH i) ⬝ᵥ mode hH j = 0 := by rw [mode_orthonormal, if_neg hij]
  have oji : star (mode hH j) ⬝ᵥ mode hH i = 0 := by rw [mode_orthonormal, if_neg hij.symm]
  have hn : star (c • mode hH i + d • mode hH j) ⬝ᵥ (c • mode hH i + d • mode hH j) =
      ((Complex.normSq c + Complex.normSq d : ℝ) : ℂ) := by
    rw [Complex.ofReal_add, ← Complex.mul_conj, ← Complex.mul_conj]
    simp only [star_add, star_smul, add_dotProduct, dotProduct_add, smul_dotProduct,
      dotProduct_smul, oii, ojj, oij, oji, smul_eq_mul, Complex.star_def]
    ring
  have he : star (c • mode hH i + d • mode hH j) ⬝ᵥ H *ᵥ (c • mode hH i + d • mode hH j) =
      ((Complex.normSq c * hH.eigenvalues i + Complex.normSq d * hH.eigenvalues j : ℝ) : ℂ) := by
    rw [Complex.ofReal_add, Complex.ofReal_mul, Complex.ofReal_mul, ← Complex.mul_conj,
      ← Complex.mul_conj]
    simp only [Matrix.mulVec_add, Matrix.mulVec_smul, mode_eigen, star_add, star_smul,
      add_dotProduct, dotProduct_add, smul_dotProduct, dotProduct_smul, oii, ojj, oij, oji,
      smul_eq_mul, Complex.star_def]
    ring
  refine ⟨by rw [hn, hcd, Complex.ofReal_one], ?_⟩
  rw [rayleigh, hn, he, Complex.ofReal_re, Complex.ofReal_re, hcd, div_one]
```

The main theorem is an equality of sets. On the left are the real numbers `r` for which some nonzero `x` has `rayleigh H x = r`; on the right is the closed interval `Set.Icc` between the infimum and supremum of the eigenvalues. Because `n` is finite and nonempty, these are the smallest and largest eigenvalues.

The condition `x ≠ 0` is easily forgotten in such a statement. Lean evaluates $0/0$ as $0$, so without it the set would always contain $0$, and the equality would fail for any `H` whose eigenvalues are all positive.

The first half of the proof multiplies through by the positive total population and compares the sums term by term. The second half picks indices `i` and `j` that attain the extremes and splits on whether they coincide. If they differ, `segment_eq_Icc` supplies the weights `p` and `q`, and the superposition theorem is applied with the amplitudes $\sqrt p$ and $\sqrt q$.

```lean
/-- The Rayleigh quotients of the nonzero vectors fill exactly the closed interval from the
smallest to the largest eigenvalue of `H`. -/
theorem rayleigh_range [Nonempty n] (hH : H.IsHermitian) :
    {r : ℝ | ∃ x : n → ℂ, x ≠ 0 ∧ rayleigh H x = r} =
      Set.Icc (⨅ i, hH.eigenvalues i) (⨆ i, hH.eigenvalues i) := by
  ext r
  constructor
  · -- The quotient is a weighted mean of the eigenvalues.
    rintro ⟨x, hx, rfl⟩
    have hp := population_pos hH hx
    rw [rayleigh, (population_sums hH x).1, (population_sums hH x).2, Complex.ofReal_re,
      Complex.ofReal_re]
    constructor
    · rw [le_div_iff₀ hp, Finset.mul_sum]
      exact Finset.sum_le_sum fun i _ => mul_le_mul_of_nonneg_right
        (ciInf_le (Set.finite_range _).bddBelow i) (Complex.normSq_nonneg _)
    · rw [div_le_iff₀ hp, Finset.mul_sum]
      exact Finset.sum_le_sum fun i _ => mul_le_mul_of_nonneg_right
        (le_ciSup (Set.finite_range _).bddAbove i) (Complex.normSq_nonneg _)
  · rintro ⟨h1, h2⟩
    obtain ⟨i, hi⟩ := exists_eq_ciInf_of_finite (f := hH.eigenvalues)
    obtain ⟨j, hj⟩ := exists_eq_ciSup_of_finite (f := hH.eigenvalues)
    rw [← hi] at h1
    rw [← hj] at h2
    by_cases hij : i = j
    · rw [← hij] at h2
      have hn : star (mode hH i) ⬝ᵥ mode hH i = 1 := by rw [mode_orthonormal, if_pos rfl]
      refine ⟨mode hH i, fun h => by simp [h] at hn, ?_⟩
      rw [rayleigh, mode_eigen, dotProduct_smul, hn, smul_eq_mul, mul_one, Complex.ofReal_re,
        Complex.one_re, div_one]
      exact le_antisymm h1 h2
    · -- Mix the two extremal stationary states with suitable weights.
      have hr : r ∈ segment ℝ (hH.eigenvalues i) (hH.eigenvalues j) := by
        rw [segment_eq_Icc (h1.trans h2)]
        exact ⟨h1, h2⟩
      obtain ⟨p, q, hp, hq, hpq, hr⟩ := hr
      have sp : Complex.normSq (√p : ℂ) = p := by
        rw [Complex.normSq_ofReal, Real.mul_self_sqrt hp]
      have sq : Complex.normSq (√q : ℂ) = q := by
        rw [Complex.normSq_ofReal, Real.mul_self_sqrt hq]
      obtain ⟨hn, he⟩ := rayleigh_superposition hH hij (√p : ℂ) (√q : ℂ) (by rw [sp, sq, hpq])
      refine ⟨_, fun h => by rw [h] at hn; simp at hn, he.trans ?_⟩
      rw [sp, sq]
      exact hr
```

## The equality case

The last theorem states the equivalence for a given nonzero `x`. It needs no separate assumption that `n` is nonempty, since a nonzero vector already requires an index.

In the forward direction, `hs` is the vanishing sum of excess energies and `hz` says that each term is zero. The `calc` block then expands $Hx$ in the stationary states, replaces $E_i$ by $E_{\min}$ wherever the overlap is nonzero, and sums again. The converse substitutes the eigenvalue equation into the quotient and cancels the positive norm.

```lean
/-- A nonzero vector has the smallest eigenvalue as its Rayleigh quotient if and only if it
solves the eigenvalue equation for that eigenvalue. -/
theorem rayleigh_eq_lowest_iff (hH : H.IsHermitian) {x : n → ℂ} (hx : x ≠ 0) :
    rayleigh H x = ⨅ i, hH.eigenvalues i ↔
      H *ᵥ x = ((⨅ i, hH.eigenvalues i : ℝ) : ℂ) • x := by
  have hp := population_pos hH hx
  constructor
  · intro h
    rw [rayleigh, (population_sums hH x).1, (population_sums hH x).2, Complex.ofReal_re,
      Complex.ofReal_re, div_eq_iff hp.ne', Finset.mul_sum] at h
    -- A vanishing sum of nonnegative excess energies vanishes term by term.
    have hs : ∑ i, (hH.eigenvalues i - ⨅ k, hH.eigenvalues k) * population hH x i = 0 := by
      simp only [sub_mul, Finset.sum_sub_distrib]
      exact sub_eq_zero.mpr h
    have hz := (Finset.sum_eq_zero_iff_of_nonneg fun i _ => mul_nonneg
      (sub_nonneg.mpr (ciInf_le (Set.finite_range hH.eigenvalues).bddBelow i))
      (Complex.normSq_nonneg _)).mp hs
    calc H *ᵥ x = ∑ i, (star (mode hH i) ⬝ᵥ H *ᵥ x) • mode hH i := (mode_complete hH _).symm
      _ = ∑ i, ((⨅ k, hH.eigenvalues k : ℝ) : ℂ) •
            ((star (mode hH i) ⬝ᵥ x) • mode hH i) := by
          refine Finset.sum_congr rfl fun i hi => ?_
          rw [mode_component, smul_smul]
          congr 1
          rcases mul_eq_zero.mp (hz i hi) with h | h
          · rw [sub_eq_zero.mp h]
          · rw [Complex.normSq_eq_zero.mp h, mul_zero, mul_zero]
      _ = _ := by rw [← Finset.smul_sum, mode_complete]
  · intro h
    rw [rayleigh, h, dotProduct_smul, (population_sums hH x).1, smul_eq_mul,
      ← Complex.ofReal_mul, Complex.ofReal_re, Complex.ofReal_re, mul_div_cancel_right₀ _ hp.ne']

end

end RayleighQuotientRange
```

```lean
#print axioms RayleighQuotientRange.rayleigh_range
#print axioms RayleighQuotientRange.rayleigh_eq_lowest_iff
```

```
'RayleighQuotientRange.rayleigh_range' depends on axioms: [propext, Classical.choice, Quot.sound]
'RayleighQuotientRange.rayleigh_eq_lowest_iff' depends on axioms: [propext, Classical.choice, Quot.sound]
```
